# A Short Arnoldi Recurrence for Real Symmetric Plus Rank-One Matrices

## Orthogonalising against old vectors

In each Arnoldi step the new vector \(Aq_j\) is orthogonalised against every earlier basis vector, so the work per step grows with \(j\). If \(A=S+uv^T\) with \(S\) real symmetric, the part of that subtraction involving \(q_0,\dots,q_{j-2}\) can be done, in exact arithmetic, with just two accumulated vectors.

An example is a finite, non-interacting tight-binding chain with real on-site energies, real reciprocal hopping and one extra one-way hop of real amplitude: the reciprocal part is \(S\) and the extra hop is \(uv^T\).

## The factorisation and the result

Let the columns \(q_0,\dots,q_m\) of \(Q\) be orthonormal. A partial Arnoldi factorisation is

\[
AQ=QH+w\,e_m^T,\qquad Q^TQ=I,\qquad Q^Tw=0,
\]

where \(e_m\) is the last unit vector, \(w\) is the unnormalised residual, and \(H\) is upper Hessenberg: \(H_{ij}=0\) for \(i>j+1\). Put \(a=Q^Tu\) and \(b=Q^Tv\). Then

\[
H_{ij}=a_ib_j-b_ia_j\qquad (j>i+1).
\]

With the accumulated vectors

\[
p_j=\sum_{i+1<j}a_iq_i,\qquad r_j=\sum_{i+1<j}b_iq_i,
\]

the recurrence becomes

\[
Aq_j=\sum_{|i-j|\le1}H_{ij}q_i+b_jp_j-a_jr_j+\delta_{jm}w .
\]

The first sum runs over existing indices only, so it has at most three terms.

## Derivation

Multiply the factorisation by \(Q^T\). Orthonormality and \(Q^Tw=0\) give

\[
Q^TAQ=H+(Q^Tw)e_m^T=H .
\]

Inserting \(A=S+uv^T\) gives \(H=Q^TSQ+ab^T\). The first term is symmetric and cancels in the difference

\[
H_{ij}-H_{ji}=a_ib_j-b_ia_j .
\]

For \(j>i+1\) the Hessenberg condition sets \(H_{ji}=0\), which leaves the entry formula.

Column \(j\) of the factorisation reads \(Aq_j=\sum_iH_{ij}q_i+\delta_{jm}w\). Terms with \(i>j+1\) vanish and terms with \(|i-j|\le1\) form the band. The remaining ones sum to

\[
\sum_{i+1<j}(a_ib_j-b_ia_j)q_i=b_jp_j-a_jr_j .
\]

Moving from \(j\) to \(j+1\), for \(j\ge1\), adds one term to each accumulated vector:

\[
p_{j+1}=p_j+a_{j-1}q_{j-1},\qquad r_{j+1}=r_j+b_{j-1}q_{j-1},
\]

starting from \(p_0=p_1=r_0=r_1=0\).

Two further facts follow. A block of \(H\) lying wholly beyond the first superdiagonal is a sum of two outer products, so its \(3\times3\) minors vanish. Also, for a Hessenberg \(H\) and any given \(a,b\), the matrix \(H-ab^T\) is symmetric exactly when, for all \(i<j\),

\[
H_{ij}=\delta_{j,i+1}H_{ji}+a_ib_j-b_ia_j .
\]

Indeed, symmetry means \(H_{ij}-a_ib_j=H_{ji}-a_jb_i\), and \(H_{ji}\) is zero unless \(j=i+1\).

## A four-site chain by hand

Take unit hopping between neighbouring sites \(0,1,2,3\), and add a one-way hop from site 2 to site 0, so \(u=e_0\) and \(v=e_2\). Let \(q_0,q_1,q_2\) be the first three site vectors. Then \(a=(1,0,0)\), \(b=(0,0,1)\), and

\[
H=\begin{pmatrix}0&1&1\\1&0&1\\0&1&0\end{pmatrix},\qquad w=e_3 .
\]

The long entry is \(H_{02}=a_0b_2-b_0a_2=1\). For \(j=2\) the band gives \(e_1\), the accumulated part gives \(b_2p_2=e_0\), and the residual gives \(e_3\). Their sum \(e_0+e_1+e_3\) is the action of \(A\) on site 2.

## The step in a code

To generate the basis, it is enough to keep \(q_{j-1},q_j,p_j,r_j\) and the numbers \(a_{j-1},b_{j-1}\). To assemble \(H\) as well, record all the \(a_i,b_i\) and the band coefficients found in steps 3 and 4. Start from a real unit vector \(q_0\) with \(p_0=r_0=0\). At each step:

1. Compute \(a_j=q_j^Tu\) and \(b_j=q_j^Tv\).
2. Form \(z=Aq_j-b_jp_j+a_jr_j\).
3. Orthogonalise \(z\) against \(q_j\) and, if \(j\ge1\), against \(q_{j-1}\).
4. If the result is zero, stop. Otherwise its norm is \(H_{j+1,j}\) and the normalised vector is \(q_{j+1}\).
5. If \(j\ge1\), add \(a_{j-1}q_{j-1}\) to \(p\) and \(b_{j-1}q_{j-1}\) to \(r\).

In floating-point arithmetic orthogonality to the older vectors can degrade, since they are no longer treated individually. Approximate eigenvectors formed as \(Qy\), with \(y\) an eigenvector of \(H\), are combinations of the basis vectors, so for this purpose the basis is stored or regenerated.

## Reading the Lean statement

The finite type `n` labels sites or orthonormal basis functions, and `Fin (m + 1)` labels the Arnoldi vectors from zero. `Qᵀ i` is the column \(q_i\), `vecMulVec u v` is \(uv^T\), and `history Q c j` is \(\sum_{i+1<j}c_iq_i\), which gives \(p_j\) for \(c=a\) and \(r_j\) for \(c=b\).

The structure `IsArnoldi` assumes a factorisation; it does not construct one from a starting vector. It permits a zero residual and places no sign condition on the subdiagonal. Everything is real, finite-dimensional and exact, and convergence of eigenvalues is not addressed.

Besides the symmetry of \(S\), `long_entry` assumes only that \(Q^TAQ\) is Hessenberg. Orthonormality enters in `IsArnoldi.eq_projection`, which identifies that matrix with the Arnoldi coefficients.

```lean
import Mathlib

open Matrix

namespace RankOneArnoldi

variable {n : Type*} [Fintype n] {m : ℕ}

/-- All entries below the first subdiagonal vanish. -/
def IsUpperHessenberg (H : Matrix (Fin m) (Fin m) ℝ) : Prop :=
  ∀ i j : Fin m, (j : ℕ) + 1 < (i : ℕ) → H i j = 0

/-- A partial Arnoldi factorisation of `A`: orthonormal basis vectors (the columns of `Q`),
Hessenberg coefficients `H`, and a residual `w` orthogonal to the basis. -/
structure IsArnoldi (A : Matrix n n ℝ) (Q : Matrix n (Fin (m + 1)) ℝ)
    (H : Matrix (Fin (m + 1)) (Fin (m + 1)) ℝ) (w : n → ℝ) : Prop where
  orthonormal : Qᵀ * Q = 1
  relation : A * Q = Q * H + vecMulVec w (Pi.single (Fin.last m) 1)
  residual : Qᵀ *ᵥ w = 0
  hessenberg : IsUpperHessenberg H

/-- The accumulated vector `∑ c i • q i` over all basis vectors with `i + 1 < j`. -/
def history (Q : Matrix n (Fin m) ℝ) (c : Fin m → ℝ) (j : Fin m) : n → ℝ :=
  ∑ i ∈ Finset.univ.filter (fun i : Fin m => (i : ℕ) + 1 < (j : ℕ)), c i • Qᵀ i

/-- The Arnoldi coefficients are the matrix elements of `A` in the Arnoldi basis. -/
theorem IsArnoldi.eq_projection {A : Matrix n n ℝ} {Q : Matrix n (Fin (m + 1)) ℝ}
    {H : Matrix (Fin (m + 1)) (Fin (m + 1)) ℝ} {w : n → ℝ} (h : IsArnoldi A Q H w) :
    H = Qᵀ * A * Q := by
  rw [Matrix.mul_assoc, h.relation, Matrix.mul_add, ← Matrix.mul_assoc, h.orthonormal,
    Matrix.one_mul, Matrix.mul_vecMulVec, h.residual]
  ext i j
  simp

/-- The antisymmetric part of the projected matrix comes from the rank-one term alone. -/
theorem projection_sub_transpose {S : Matrix n n ℝ} (hS : S.IsSymm) (u v : n → ℝ)
    (Q : Matrix n (Fin m) ℝ) (i j : Fin m) :
    (Qᵀ * (S + vecMulVec u v) * Q) i j - (Qᵀ * (S + vecMulVec u v) * Q) j i
      = (Qᵀ *ᵥ u) i * (Qᵀ *ᵥ v) j - (Qᵀ *ᵥ v) i * (Qᵀ *ᵥ u) j := by
  -- the projection of the symmetric part stays symmetric
  have hs : (Qᵀ * S * Q)ᵀ = Qᵀ * S * Q := by
    rw [transpose_mul, transpose_mul, transpose_transpose, hS.eq, Matrix.mul_assoc]
  -- the rank-one part projects to the outer product of `Qᵀ u` and `Qᵀ v`
  have hk : Qᵀ * (S + vecMulVec u v) * Q
      = Qᵀ * S * Q + vecMulVec (Qᵀ *ᵥ u) (Qᵀ *ᵥ v) := by
    rw [Matrix.mul_add, Matrix.add_mul, Matrix.mul_vecMulVec, Matrix.vecMulVec_mul,
      ← Matrix.mulVec_transpose]
  have e := congrFun (congrFun hs i) j
  rw [transpose_apply] at e
  rw [hk]
  simp only [Matrix.add_apply, vecMulVec_apply]
  linear_combination -e

/-- For symmetric `S`, if the projection of `S + u vᵀ` is upper Hessenberg, each entry beyond the
first superdiagonal is `a i * b j - b i * a j`, where `a = Qᵀ u` and `b = Qᵀ v`. -/
theorem long_entry {S : Matrix n n ℝ} (hS : S.IsSymm) (u v : n → ℝ)
    (Q : Matrix n (Fin m) ℝ) (hH : IsUpperHessenberg (Qᵀ * (S + vecMulVec u v) * Q))
    {i j : Fin m} (hij : (i : ℕ) + 1 < (j : ℕ)) :
    (Qᵀ * (S + vecMulVec u v) * Q) i j
      = (Qᵀ *ᵥ u) i * (Qᵀ *ᵥ v) j - (Qᵀ *ᵥ v) i * (Qᵀ *ᵥ u) j := by
  linear_combination projection_sub_transpose hS u v Q i j + hH j i hij

/-- Compressed Arnoldi recurrence for `A = S + u vᵀ` with `S` symmetric: `A q j` is a combination of
the basis vectors with index within one of `j` and of two accumulated vectors, plus the residual in
the last column. -/
theorem short_recurrence {S : Matrix n n ℝ} (hS : S.IsSymm) {u v w : n → ℝ}
    {Q : Matrix n (Fin (m + 1)) ℝ} {H : Matrix (Fin (m + 1)) (Fin (m + 1)) ℝ}
    (h : IsArnoldi (S + vecMulVec u v) Q H w) (j : Fin (m + 1)) :
    (S + vecMulVec u v) *ᵥ Qᵀ j
      = (∑ i ∈ Finset.univ.filter (fun i : Fin (m + 1) =>
            (j : ℕ) ≤ (i : ℕ) + 1 ∧ (i : ℕ) ≤ (j : ℕ) + 1), H i j • Qᵀ i)
        + (Qᵀ *ᵥ v) j • history Q (Qᵀ *ᵥ u) j - (Qᵀ *ᵥ u) j • history Q (Qᵀ *ᵥ v) j
        + (if j = Fin.last m then w else 0) := by
  have hp := h.eq_projection
  have hfar : ∀ i : Fin (m + 1), (i : ℕ) + 1 < (j : ℕ) →
      H i j = (Qᵀ *ᵥ u) i * (Qᵀ *ᵥ v) j - (Qᵀ *ᵥ v) i * (Qᵀ *ᵥ u) j := by
    intro i hi
    have hh := h.hessenberg
    rw [hp] at hh ⊢
    exact long_entry hS u v Q hh hi
  ext x
  -- the ordinary, long Arnoldi recurrence
  have l : ((S + vecMulVec u v) *ᵥ Qᵀ j) x = ((S + vecMulVec u v) * Q) x j := rfl
  have e : ((S + vecMulVec u v) * Q) x j
      = ∑ i, Q x i * H i j + (if j = Fin.last m then w else 0) x := by
    rw [h.relation, Matrix.add_apply, Matrix.mul_apply, vecMulVec_apply]
    by_cases hj : j = Fin.last m <;> simp [hj]
  -- split the sum into the band and the compressible part
  have split : ∑ i, Q x i * H i j
      = (∑ i ∈ Finset.univ.filter (fun i : Fin (m + 1) =>
            (j : ℕ) ≤ (i : ℕ) + 1 ∧ (i : ℕ) ≤ (j : ℕ) + 1), H i j * Q x i)
        + (Qᵀ *ᵥ v) j * (∑ i ∈ Finset.univ.filter
            (fun i : Fin (m + 1) => (i : ℕ) + 1 < (j : ℕ)), (Qᵀ *ᵥ u) i * Q x i)
        - (Qᵀ *ᵥ u) j *
          (∑ i ∈ Finset.univ.filter
            (fun i : Fin (m + 1) => (i : ℕ) + 1 < (j : ℕ)), (Qᵀ *ᵥ v) i * Q x i) := by
    simp only [Finset.sum_filter, Finset.mul_sum]
    rw [← Finset.sum_add_distrib, ← Finset.sum_sub_distrib]
    refine Finset.sum_congr rfl fun i _ => ?_
    by_cases hi : (i : ℕ) + 1 < (j : ℕ)
    · have hb : ¬((j : ℕ) ≤ (i : ℕ) + 1 ∧ (i : ℕ) ≤ (j : ℕ) + 1) := by omega
      simp only [if_neg hb, if_pos hi]
      rw [hfar i hi]
      ring
    · by_cases hb : (j : ℕ) ≤ (i : ℕ) + 1 ∧ (i : ℕ) ≤ (j : ℕ) + 1
      · simp only [if_pos hb, if_neg hi]
        ring
      · simp only [if_neg hb, if_neg hi]
        rw [h.hessenberg i j (by omega)]
        ring
  rw [l, e, split]
  simp only [Pi.add_apply, Pi.sub_apply, Pi.smul_apply, history, Finset.sum_apply,
    smul_eq_mul, transpose_apply]

omit [Fintype n] in
/-- For consecutive indices `i`, `j`, `k`, the accumulated vector at `k` is the one at `j` plus the
single term `c i • q i`. -/
theorem history_step (Q : Matrix n (Fin m) ℝ) (c : Fin m → ℝ) {i j k : Fin m}
    (hj : (j : ℕ) = (i : ℕ) + 1) (hk : (k : ℕ) = (j : ℕ) + 1) :
    history Q c k = history Q c j + c i • Qᵀ i := by
  have hset : (Finset.univ.filter fun l : Fin m => (l : ℕ) + 1 < (k : ℕ))
      = insert i (Finset.univ.filter fun l : Fin m => (l : ℕ) + 1 < (j : ℕ)) := by
    ext l
    simp only [Finset.mem_filter, Finset.mem_univ, true_and, Finset.mem_insert, Fin.ext_iff]
    omega
  have hi : i ∉ Finset.univ.filter fun l : Fin m => (l : ℕ) + 1 < (j : ℕ) := by
    simp only [Finset.mem_filter, Finset.mem_univ, true_and]
    omega
  unfold history
  rw [hset, Finset.sum_insert hi]
  exact add_comm _ _

/-- Every three-by-three minor taken from entries beyond the first superdiagonal vanishes. -/
theorem long_minor_eq_zero {S : Matrix n n ℝ} (hS : S.IsSymm) (u v : n → ℝ)
    (Q : Matrix n (Fin m) ℝ) (hH : IsUpperHessenberg (Qᵀ * (S + vecMulVec u v) * Q))
    (r c : Fin 3 → Fin m) (hrc : ∀ s t, (r s : ℕ) + 1 < (c t : ℕ)) :
    ((Qᵀ * (S + vecMulVec u v) * Q).submatrix r c).det = 0 := by
  have e := fun s t => long_entry hS u v Q hH (hrc s t)
  rw [det_fin_three]
  simp only [submatrix_apply, e]
  ring

/-- A Hessenberg matrix is symmetric plus `a bᵀ` exactly when its strict upper triangle is given by
its subdiagonal and the vectors `a` and `b` through the stated formula. -/
theorem symm_add_rankOne_iff {H : Matrix (Fin m) (Fin m) ℝ} (hH : IsUpperHessenberg H)
    (a b : Fin m → ℝ) :
    (H - vecMulVec a b).IsSymm ↔ ∀ i j : Fin m, (i : ℕ) < (j : ℕ) →
      H i j = (if (j : ℕ) = (i : ℕ) + 1 then H j i else 0) + (a i * b j - b i * a j) := by
  -- the conditional term is just the transposed entry
  have low : ∀ i j : Fin m, (i : ℕ) < (j : ℕ) →
      (if (j : ℕ) = (i : ℕ) + 1 then H j i else 0) = H j i := by
    intro i j hij
    split_ifs with hj
    · rfl
    · exact (hH j i (by omega)).symm
  constructor
  · intro h i j hij
    have e := h.apply i j
    simp only [Matrix.sub_apply, vecMulVec_apply] at e
    rw [low i j hij]
    linear_combination -e
  · intro h
    apply IsSymm.ext
    intro i j
    simp only [Matrix.sub_apply, vecMulVec_apply]
    rcases lt_trichotomy (i : ℕ) (j : ℕ) with hij | hij | hij
    · have e := h i j hij
      rw [low i j hij] at e
      linear_combination -e
    · rw [Fin.ext hij]
    · have e := h j i hij
      rw [low j i hij] at e
      linear_combination e

/-- A four-site chain with an additional one-way hop has a three-vector Arnoldi factorisation
with nonzero residual and a nonzero entry beyond the first superdiagonal. -/
theorem isArnoldi_witness :
    (!![0, 1, 0, 0; 1, 0, 1, 0; 0, 1, 0, 1; 0, 0, 1, 0] : Matrix (Fin 4) (Fin 4) ℝ).IsSymm ∧
    IsArnoldi (m := 2)
      (!![0, 1, 0, 0; 1, 0, 1, 0; 0, 1, 0, 1; 0, 0, 1, 0]
        + vecMulVec ![1, 0, 0, 0] ![0, 0, 1, 0])
      !![1, 0, 0; 0, 1, 0; 0, 0, 1; 0, 0, 0]
      !![0, 1, 1; 1, 0, 1; 0, 1, 0] ![0, 0, 0, 1] ∧
    (!![0, 1, 1; 1, 0, 1; 0, 1, 0] : Matrix (Fin 3) (Fin 3) ℝ) 0 2 ≠ 0 := by
  have hl : (Pi.single (Fin.last 2) 1 : Fin 3 → ℝ) = ![0, 0, 1] := by
    ext i
    fin_cases i <;> simp [Fin.ext_iff]
  refine ⟨?_, ⟨?_, ?_, ?_, ?_⟩, ?_⟩
  · apply IsSymm.ext
    intro i j
    fin_cases i <;> fin_cases j <;> simp
  · ext i j
    fin_cases i <;> fin_cases j <;> simp [Matrix.mul_apply, Fin.sum_univ_succ]
  · rw [hl]
    ext i j
    simp only [Matrix.add_apply, Matrix.mul_apply, vecMulVec_apply]
    fin_cases i <;> fin_cases j <;> simp [Fin.sum_univ_succ]
  · ext i
    fin_cases i <;> simp [Matrix.mulVec, dotProduct, Fin.sum_univ_succ]
  · intro i j hij
    fin_cases i <;> fin_cases j <;> simp at hij ⊢
  · simp

end RankOneArnoldi
```

```lean
#print axioms RankOneArnoldi.short_recurrence
#print axioms RankOneArnoldi.history_step
#print axioms RankOneArnoldi.long_minor_eq_zero
#print axioms RankOneArnoldi.symm_add_rankOne_iff
```

```
'RankOneArnoldi.short_recurrence' depends on axioms: [propext, Classical.choice, Quot.sound]
'RankOneArnoldi.history_step' depends on axioms: [propext, Classical.choice, Quot.sound]
'RankOneArnoldi.long_minor_eq_zero' depends on axioms: [propext, Classical.choice, Quot.sound]
'RankOneArnoldi.symm_add_rankOne_iff' depends on axioms: [propext, Classical.choice, Quot.sound]
```

## How the proof follows the derivation

`IsArnoldi.eq_projection` multiplies the factorisation by \(Q^T\) and removes the residual. In `projection_sub_transpose`, `hs` states that \(Q^TSQ\) is symmetric and `hk` that the rank-one term projects to \(ab^T\); `linear_combination` then takes the difference. `long_entry` adds the Hessenberg zero \(H_{ji}=0\).

In `short_recurrence`, `hfar` transfers the entry formula to `H`, and `e` is the ordinary long recurrence. The step `split` compares the sums term by term in three cases: long entries, the band, and the zeros below it. `omega` settles the index inequalities.

`history_step` shows that the larger index set is the old one with `i` inserted. `long_minor_eq_zero` substitutes the entry formula into the explicit \(3\times3\) determinant, where `ring` finds complete cancellation.

For `symm_add_rankOne_iff`, `low` identifies the conditional subdiagonal term with \(H_{ji}\). The converse direction then treats the upper triangle, diagonal and lower triangle separately. `isArnoldi_witness` checks the four-site example entry by entry, including its nonzero long coefficient.
